# The density of a Bloch function on a finite ring repeats from cell to cell

The declaration `density_periodic` concerns a single complex wave function ψ on a finite ring of L·M sites, made of M cells of L sites each, with L and M at least 1. If ψ is a plane wave of index k times a cell-periodic function, then |ψ|² takes the same value at x and at x + L, for every site x. No Hamiltonian enters and ψ need not be normalised, so |ψ|² is a probability density only when ψ is. The proof first shows that the phase exp(2πik/M) gained in a translation by one cell has M-th power 1, and hence modulus 1. Since the translation multiplies ψ by this phase, |ψ|² does not change.

The failing Lean file:

```lean
import Mathlib

open Complex

namespace BlochForm

noncomputable section

/-- The plane wave `exp (2 π i k x / N)` on a ring of `N = L M` sites, with `x` represented
in `[0, N)`; the domain is `L, M ≥ 1`. -/
def planeWave (L M k : ℕ) (x : ZMod (L * M)) : ℂ :=
  exp (2 * Real.pi * I * k * (x.val : ℂ) / ((L : ℂ) * M))

/-- The phase `exp (2 π i k / M)` belonging to a translation by one cell, for `M ≥ 1`. -/
def cellPhase (M k : ℕ) : ℂ := exp (2 * Real.pi * I * k / M)

/-- A function on the ring has the period `L` of the unit cell. -/
def IsCellPeriodic (L M : ℕ) (u : ZMod (L * M) → ℂ) : Prop :=
  ∀ x, u (x + (L : ZMod (L * M))) = u x

/-- The wave function is the plane wave of index `k` times a cell-periodic function. -/
def HasBlochForm (L M k : ℕ) (ψ : ZMod (L * M) → ℂ) : Prop :=
  ∃ u, IsCellPeriodic L M u ∧ ∀ x, ψ x = planeWave L M k x * u x

variable (L M : ℕ) [NeZero L] [NeZero M]

/-- The plane wave at a site may be computed from any natural number that labels the site. -/
theorem planeWave_natCast (k n : ℕ) :
    planeWave L M k (n : ZMod (L * M)) =
      exp (2 * Real.pi * I * k * n / ((L : ℂ) * M)) := by
  have hLM : (L : ℂ) * M ≠ 0 :=
    mul_ne_zero (Nat.cast_ne_zero.mpr (NeZero.ne L)) (Nat.cast_ne_zero.mpr (NeZero.ne M))
  unfold planeWave
  rw [ZMod.val_natCast]
  -- write the label as a remainder plus `q` full turns around the ring
  have h := Nat.mod_add_div n (L * M)
  generalize n % (L * M) = r at h ⊢
  generalize n / (L * M) = q at h
  subst h
  refine Complex.exp_eq_exp_iff_exists_int.mpr ⟨-((k : ℤ) * (q : ℤ)), ?_⟩
  rw [div_add' _ _ _ hLM, div_left_inj' hLM]
  push_cast
  ring

/-- Translation by one cell multiplies the plane wave of index `k` by `exp (2 π i k / M)`. -/
theorem planeWave_add_cell (k : ℕ) (x : ZMod (L * M)) :
    planeWave L M k (x + (L : ZMod (L * M))) = cellPhase M k * planeWave L M k x := by
  have : NeZero (L * M) := ⟨mul_ne_zero (NeZero.ne L) (NeZero.ne M)⟩
  have hL : (L : ℂ) ≠ 0 := Nat.cast_ne_zero.mpr (NeZero.ne L)
  obtain ⟨n, rfl⟩ : ∃ n : ℕ, (n : ZMod (L * M)) = x := ⟨x.val, ZMod.natCast_zmod_val x⟩
  rw [← Nat.cast_add, planeWave_natCast, planeWave_natCast, cellPhase, ← Complex.exp_add]
  congr 1
  rw [← mul_div_mul_right (2 * Real.pi * I * k) (M : ℂ) hL]
  push_cast
  ring

/-- A wave function has Bloch form with index `k` exactly when translation by one cell
multiplies it by `exp (2 π i k / M)`. -/
theorem hasBlochForm_iff (k : ℕ) (ψ : ZMod (L * M) → ℂ) :
    HasBlochForm L M k ψ ↔
      ∀ x, ψ (x + (L : ZMod (L * M))) = cellPhase M k * ψ x := by
  constructor
  · rintro ⟨u, hu, hψ⟩ x
    rw [hψ, hψ x, planeWave_add_cell, hu x, mul_assoc]
  · intro h
    have hp : ∀ x, planeWave L M k x ≠ 0 := fun x => Complex.exp_ne_zero _
    have hc : cellPhase M k ≠ 0 := Complex.exp_ne_zero _
    -- the periodic factor is the wave function divided by the plane wave
    refine ⟨fun x => ψ x / planeWave L M k x, fun x => ?_, fun x => ?_⟩
    · change ψ (x + (L : ZMod (L * M))) / planeWave L M k (x + (L : ZMod (L * M))) =
        ψ x / planeWave L M k x
      rw [h, planeWave_add_cell, mul_div_mul_left _ _ hc]
    · exact (mul_div_cancel₀ (ψ x) (hp x)).symm.trans (by ring)

omit [NeZero M] in
/-- The cell phase of index `k` is the `k`-th power of `exp (2 π i / M)`. -/
theorem cellPhase_eq_pow (k : ℕ) : cellPhase M k = exp (2 * Real.pi * I / M) ^ k := by
  rw [← Complex.exp_nat_mul, cellPhase]
  congr 1
  ring

/-- The density `|ψ|²` of a Bloch function has the period of the unit cell. -/
theorem density_periodic {k : ℕ} {ψ : ZMod (L * M) → ℂ} (h : HasBlochForm L M k ψ)
    (x : ZMod (L * M)) : ‖ψ (x + (L : ZMod (L * M)))‖ ^ 2 = ‖ψ x‖ ^ 2 := by
  have hroot : cellPhase M k ^ M = 1 := by
    rw [cellPhase_eq_pow, ← pow_mul, mul_comm, pow_mul,
      (Complex.isPrimitiveRoot_exp M (NeZero.ne M)).pow_eq_one, one_pow]
  -- a root of unity has modulus one
  have hnorm : ‖cellPhase M k‖ = 1 :=
    (pow_eq_one_iff_of_nonneg (norm_nonneg _) (NeZero.ne M)).mp
      (by rw [← norm_pow, hroot, norm_one])
  rw [(hasBlochForm_iff L M k ψ).mp h x, norm_mul, hnorm, one_mul]

end

end BlochForm
```

Lean reports:

```
Main.lean:87:6: error: Tactic `rewrite` failed: Did not find an occurrence of the pattern
  cexp (2 * ↑Real.pi * I / ↑M) ^ M
in the target expression
  (cexp (I * (2 * ↑Real.pi) / ↑M) ^ k) ^ M = 1

L M : ℕ
inst✝¹ : NeZero L
inst✝ : NeZero M
k : ℕ
ψ : ZMod (L * M) → ℂ
h : HasBlochForm L M k ψ
x : ZMod (L * M)
⊢ (cexp (I * (2 * ↑Real.pi) / ↑M) ^ k) ^ M = 1
```

Cause. The error lies in the proof of `hroot`, that the M-th power of the phase is 1. After `← pow_mul` the goal has exp(2πi/M) raised to the power `k * M`, and `mul_comm` is there to turn this exponent into `M * k`. Without arguments, however, `mul_comm` fits any product, and Lean applied it to the one inside the exponential: the message shows `I * (2 * ↑Real.pi)` where `2 * ↑Real.pi * I` had been. The exponent stayed `k * M`, so `pow_mul` split it into a k-th power inside an M-th power. The next rewrite looks for exp(2πi/M) in its original form, raised directly to the power `M`, and finds no such term.

The repair writes `mul_comm k M`, which fits only the product `k * M`. The exponential is left alone, the exponent becomes `M * k`, and `pow_mul` now puts the M-th power inside. The root-of-unity fact replaces that power by 1, and `one_pow` finishes the proof of `hroot`.

This version goes through:

```diff
@@ -84,5 +84,5 @@
     (x : ZMod (L * M)) : ‖ψ (x + (L : ZMod (L * M)))‖ ^ 2 = ‖ψ x‖ ^ 2 := by
   have hroot : cellPhase M k ^ M = 1 := by
-    rw [cellPhase_eq_pow, ← pow_mul, mul_comm, pow_mul,
+    rw [cellPhase_eq_pow, ← pow_mul, mul_comm k M, pow_mul,
       (Complex.isPrimitiveRoot_exp M (NeZero.ne M)).pow_eq_one, one_pow]
   -- a root of unity has modulus one
```
